# The free Dirac Hamiltonian has characteristic polynomial \((X^2-|p|^2-m^2)^2\) in every 4×4 representation

Let \(g_0,g_1,g_2,g_3\) be complex 4×4 matrices obeying the Clifford relations for the metric \(\mathrm{diag}(1,-1,-1,-1)\), and let \(p=(p_0,p_1,p_2)\) and \(m\) be real. Then

\[
H=g_0(g_1p_0+g_2p_1+g_3p_2+m)
\]

has characteristic polynomial \((X^2-E^2)^2\), where \(E=\sqrt{|p|^2+m^2}\). If \(E\neq0\), both \(E\) and \(-E\) have algebraic multiplicity two. In that case \(H^2=E^2\mathbf 1\) also makes \(H\) diagonalisable, so at fixed momentum there are two independent positive-energy and two independent negative-energy states, the numbers counted in spinor completeness sums.

In Lean 4 with Mathlib:

```lean
import Mathlib

open Polynomial (X C)

namespace DiracSpectrum

noncomputable section
```

## Clifford relations and the Hamiltonian

The matrices act on four-component spinors.

```lean
/-- Complex 4 by 4 matrices acting on Dirac spinors. -/
abbrev SpinorMatrix := Matrix (Fin 4) (Fin 4) ℂ
```

The metric is \(\eta=\mathrm{diag}(1,-1,-1,-1)\).

```lean
/-- The Minkowski metric with signature (+,-,-,-). -/
def metric (μ ν : Fin 4) : ℤ := if μ = ν then (if μ = 0 then 1 else -1) else 0
```

The only condition on the matrices is \(g_\mu g_\nu+g_\nu g_\mu=2\eta_{\mu\nu}\mathbf 1\), the algebra that makes the Dirac equation compatible with the relativistic dispersion relation. Hermiticity is not assumed.

In the Dirac representation the determinant could be computed entry by entry. Pauli's theorem, that all complex 4×4 representations of these relations are similar, would then carry the result to the others. The proof below works from the relations alone and does not use that theorem.

```lean
/-- Four matrices are Dirac matrices when they obey the Clifford relations. -/
def IsDirac (g : Fin 4 → SpinorMatrix) : Prop :=
  ∀ μ ν, g μ * g ν + g ν * g μ = (2 * (metric μ ν : ℂ)) • (1 : SpinorMatrix)
```

Write \(S=g_1p_0+g_2p_1+g_3p_2\). This is `slash`, which contains only the spatial terms. Momentum components are numbered from zero, so \(p_0\) is a spatial component and not the energy.

```lean
/-- The spatial contraction g1 p0 + g2 p1 + g3 p2, with momentum components numbered from zero. -/
def slash (g : Fin 4 → SpinorMatrix) (p : Fin 3 → ℝ) : SpinorMatrix :=
  (p 0 : ℂ) • g 1 + (p 1 : ℂ) • g 2 + (p 2 : ℂ) • g 3
```

In units with \(\hbar=c=1\), the Hamiltonian is \(H=g_0(S+m)\). It has no external potential.

```lean
/-- The free Dirac Hamiltonian at momentum p and mass m. -/
def hamiltonian (g : Fin 4 → SpinorMatrix) (p : Fin 3 → ℝ) (m : ℝ) : SpinorMatrix :=
  g 0 * (slash g p + (m : ℂ) • 1)
```

Its energy scale is given by \(E^2=p_0^2+p_1^2+p_2^2+m^2\), with \(E\ge0\).

```lean
/-- The squared relativistic energy, momentum squared plus mass squared. -/
def energySq (p : Fin 3 → ℝ) (m : ℝ) : ℝ := p 0 ^ 2 + p 1 ^ 2 + p 2 ^ 2 + m ^ 2

/-- The relativistic energy, the nonnegative root of `energySq`. -/
def energy (p : Fin 3 → ℝ) (m : ℝ) : ℝ := √(energySq p m)
```

The symmetry of the spectrum will come from \(G=g_1g_2g_3\).

```lean
/-- The product g1 g2 g3 of the spatial Dirac matrices. -/
def spatialProduct (g : Fin 4 → SpinorMatrix) : SpinorMatrix := g 1 * g 2 * g 3
```

## The square of the Hamiltonian

Setting \(\mu=\nu\) in the Clifford relation and halving gives \(g_\mu^2=\eta_{\mu\mu}\mathbf 1\).

```lean
variable {g : Fin 4 → SpinorMatrix}

/-- Each Dirac matrix squares to its diagonal metric entry. -/
theorem IsDirac.sq (h : IsDirac g) (μ : Fin 4) :
    g μ * g μ = (metric μ μ : ℂ) • (1 : SpinorMatrix) := by
  linear_combination (norm := module) (1 / 2 : ℂ) • h μ μ
```

For \(\mu\ne\nu\) the right-hand side vanishes, so \(g_\mu g_\nu=-g_\nu g_\mu\).

```lean
/-- Different Dirac matrices anticommute. -/
theorem IsDirac.anti (h : IsDirac g) {μ ν : Fin 4} (hne : μ ≠ ν) :
    g μ * g ν = -(g ν * g μ) :=
  eq_neg_of_add_eq_zero_left (by rw [h μ ν]; simp [metric, hne])
```

The cross terms in \(S^2\) therefore cancel, leaving \(S^2=-|p|^2\). Since \(Sg_0=-g_0S\), also \((S+m)g_0=g_0(m-S)\). Hence

\[
H^2=g_0(S+m)g_0(S+m)=g_0^2(m-S)(m+S)=m^2-S^2=E^2 .
\]

In the proof, `hS` is the formula for \(S^2\), `hc` moves \(g_0\) to the left, and the `calc` block follows the display.

```lean
/-- The Dirac Hamiltonian squares to the relativistic energy squared. -/
theorem hamiltonian_sq (h : IsDirac g) (p : Fin 3 → ℝ) (m : ℝ) :
    hamiltonian g p m * hamiltonian g p m = (energySq p m : ℂ) • (1 : SpinorMatrix) := by
  have h0 : g 0 * g 0 = 1 := by simpa [metric] using h.sq 0
  have h1 : g 1 * g 1 = -1 := by simpa [metric] using h.sq 1
  have h2 : g 2 * g 2 = -1 := by simpa [metric] using h.sq 2
  have h3 : g 3 * g 3 = -1 := by simpa [metric] using h.sq 3
  -- the cross terms cancel in the square of the spatial part
  have hS : slash g p * slash g p
      = (-((p 0 : ℂ) ^ 2 + (p 1 : ℂ) ^ 2 + (p 2 : ℂ) ^ 2)) • (1 : SpinorMatrix) := by
    simp only [slash, add_mul, mul_add, smul_mul_assoc, mul_smul_comm, h1, h2, h3,
      h.anti (show (1 : Fin 4) ≠ 2 by decide), h.anti (show (1 : Fin 4) ≠ 3 by decide),
      h.anti (show (2 : Fin 4) ≠ 3 by decide)]
    module
  -- moving g0 to the left flips the sign of the spatial part
  have hc : (slash g p + (m : ℂ) • 1) * g 0 = g 0 * ((m : ℂ) • 1 - slash g p) := by
    simp only [slash, add_mul, mul_add, mul_sub, smul_mul_assoc, mul_smul_comm,
      one_mul, mul_one, h.anti (show (1 : Fin 4) ≠ 0 by decide),
      h.anti (show (2 : Fin 4) ≠ 0 by decide), h.anti (show (3 : Fin 4) ≠ 0 by decide)]
    module
  calc hamiltonian g p m * hamiltonian g p m
      = g 0 * ((slash g p + (m : ℂ) • 1) * g 0) * (slash g p + (m : ℂ) • 1) := by
        simp only [hamiltonian, mul_assoc]
    _ = (g 0 * g 0) * (((m : ℂ) • 1 - slash g p) * (slash g p + (m : ℂ) • 1)) := by
        rw [hc]; simp only [mul_assoc]
    _ = ((m : ℂ) ^ 2) • (1 : SpinorMatrix) - slash g p * slash g p := by
        rw [h0, one_mul]
        simp only [sub_mul, mul_add, smul_mul_assoc, mul_smul_comm, one_mul, mul_one]
        module
    _ = (energySq p m : ℂ) • (1 : SpinorMatrix) := by
        rw [hS]; simp only [energySq]; push_cast; module
```

## Symmetry between \(E\) and \(-E\)

Moving \(g_0\) through \(G\) costs three signs. Moving a spatial matrix through costs two, because it commutes with itself. Thus \(Gg_0=-g_0G\) and \(G(S+m)=(S+m)G\), so

\[
GH=-g_0G(S+m)=-HG .
\]

The `SemiconjBy` terms keep count of these signs.

```lean
/-- The product g1 g2 g3 anticommutes with the Dirac Hamiltonian. -/
theorem spatialProduct_anticomm (h : IsDirac g) (p : Fin 3 → ℝ) (m : ℝ) :
    spatialProduct g * hamiltonian g p m = -(hamiltonian g p m * spatialProduct g) := by
  have s : ∀ {μ ν : Fin 4}, μ ≠ ν → SemiconjBy (g μ) (g ν) (-(g ν)) := fun hne => by
    unfold SemiconjBy; rw [h.anti hne, neg_mul]
  have s' : ∀ {μ ν : Fin 4}, μ ≠ ν → SemiconjBy (g μ) (-(g ν)) (g ν) := fun hne => by
    unfold SemiconjBy; rw [mul_neg, h.anti hne, neg_neg]
  have r : ∀ μ, SemiconjBy (g μ) (g μ) (g μ) := fun _ => rfl
  have r' : SemiconjBy (g 2) (-(g 2)) (-(g 2)) := (r 2).neg_right
  -- three sign changes for g0, two for each spatial matrix
  have h0 : spatialProduct g * g 0 = -(g 0) * spatialProduct g :=
    ((s (by decide)).mul_left (s' (by decide))).mul_left (s (by decide))
  have h1 : spatialProduct g * g 1 = g 1 * spatialProduct g :=
    ((r 1).mul_left (s' (by decide))).mul_left (s (by decide))
  have h2 : spatialProduct g * g 2 = g 2 * spatialProduct g :=
    ((s' (by decide)).mul_left r').mul_left (s (by decide))
  have h3 : spatialProduct g * g 3 = g 3 * spatialProduct g :=
    ((s' (by decide)).mul_left (s (by decide))).mul_left (r 3)
  have hK : spatialProduct g * (slash g p + (m : ℂ) • 1)
      = (slash g p + (m : ℂ) • 1) * spatialProduct g := by
    simp only [slash, mul_add, add_mul, mul_smul_comm, smul_mul_assoc, h1, h2, h3,
      mul_one, one_mul]
  rw [hamiltonian, ← mul_assoc, h0, mul_assoc, hK, neg_mul, mul_assoc]
```

It follows that \(G(x-H)=(x+H)G\). Taking determinants of \(g_\mu^2=\pm\mathbf 1\) gives \((\det g_\mu)^2=(\pm1)^4=1\), so \(\det G\ne0\). It can be cancelled from

\[
\det G\,\det(x-H)=\det(x+H)\,\det G .
\]

```lean
/-- The determinants of x - H and x + H agree for every complex x. -/
theorem det_symmetric (h : IsDirac g) (p : Fin 3 → ℝ) (m : ℝ) (x : ℂ) :
    (x • 1 - hamiltonian g p m).det = (x • 1 + hamiltonian g p m).det := by
  have hd : ∀ μ, (g μ).det ≠ 0 := fun μ hz => by
    have e := congrArg Matrix.det (h.sq μ)
    rw [Matrix.det_mul, hz, Matrix.det_smul, Matrix.det_one] at e
    by_cases hμ : μ = 0 <;> norm_num [metric, hμ] at e
  have hG : (spatialProduct g).det ≠ 0 := by
    rw [spatialProduct, Matrix.det_mul, Matrix.det_mul]
    exact mul_ne_zero (mul_ne_zero (hd 1) (hd 2)) (hd 3)
  have e : spatialProduct g * (x • 1 - hamiltonian g p m)
      = (x • 1 + hamiltonian g p m) * spatialProduct g := by
    rw [mul_sub, add_mul, spatialProduct_anticomm h, sub_neg_eq_add, mul_smul_comm,
      smul_mul_assoc, mul_one, one_mul]
  have e' := congrArg Matrix.det e
  rw [Matrix.det_mul, Matrix.det_mul, mul_comm _ (spatialProduct g).det] at e'
  exact mul_left_cancel₀ hG e'
```

## The characteristic polynomial

Let \(\chi(x)=\det(x-H)\). By the symmetry just found,

\[
\chi(x)^2=\det(x-H)\det(x+H)=\det\big((x^2-E^2)\mathbf 1\big)=(x^2-E^2)^4
\]

for every complex \(x\), so the two sides agree as polynomials. Therefore \(\chi=\pm(X^2-E^2)^2\). Both \(\chi\) and \((X^2-E^2)^2\) have leading coefficient 1, which excludes the minus sign. The argument includes \(E=0\).

As a numerical instance, take \(p=(0,0,3)\) and \(m=4\) in the Dirac representation. Pairing components 1 with 3 and 2 with 4 splits \(H\) into

\[
\begin{pmatrix}4&3\\3&-4\end{pmatrix},\qquad
\begin{pmatrix}4&-3\\-3&-4\end{pmatrix}.
\]

Each block has characteristic polynomial \(X^2-16-9=X^2-25\). Their product is \((X^2-25)^2\), with \(\pm5\) each occurring twice.

```lean
/-- In every representation the Dirac Hamiltonian has characteristic polynomial
(X² - |p|² - m²)². -/
theorem hamiltonian_charpoly (h : IsDirac g) (p : Fin 3 → ℝ) (m : ℝ) :
    (hamiltonian g p m).charpoly = (X ^ 2 - C (energySq p m : ℂ)) ^ 2 := by
  have hsq : (hamiltonian g p m).charpoly ^ 2
      = ((X ^ 2 - C (energySq p m : ℂ)) ^ 2) ^ 2 := by
    refine Polynomial.funext fun x => ?_
    have e : (x • 1 - hamiltonian g p m) * (x • 1 + hamiltonian g p m)
        = (x ^ 2 - (energySq p m : ℂ)) • (1 : SpinorMatrix) := by
      simp only [sub_mul, mul_add, smul_mul_assoc, mul_smul_comm, one_mul, mul_one,
        hamiltonian_sq h]
      module
    have e' := congrArg Matrix.det e
    rw [Matrix.det_mul, ← det_symmetric h, Matrix.det_smul, Matrix.det_one,
      Fintype.card_fin] at e'
    rw [Polynomial.eval_pow, Matrix.eval_charpoly, Matrix.scalar_apply,
      ← Matrix.smul_one_eq_diagonal, pow_two, e']
    simp only [Polynomial.eval_pow, Polynomial.eval_sub, Polynomial.eval_X, Polynomial.eval_C]
    ring
  -- both polynomials are monic, which fixes the sign of the square root
  rcases sq_eq_sq_iff_eq_or_eq_neg.mp hsq with hp | hn
  · exact hp
  · have hQ := (Polynomial.monic_X_pow_sub_C (energySq p m : ℂ) two_ne_zero).pow 2
    have e := congrArg Polynomial.leadingCoeff hn
    rw [Polynomial.leadingCoeff_neg, (Matrix.charpoly_monic _).leadingCoeff,
      hQ.leadingCoeff] at e
    norm_num at e
```

## Multiplicities of the energies

Factoring gives \(\chi=(X-E)^2(X+E)^2\). When \(E\ne0\) the roots \(E\) and \(-E\) are distinct, so each has multiplicity exactly two. `rootMultiplicity` counts roots of \(\chi\), not dimensions of eigenspaces; `key` does this count for any two distinct roots.

```lean
/-- At nonzero energy E, both E and -E have algebraic multiplicity two. -/
theorem energy_multiplicity (h : IsDirac g) (p : Fin 3 → ℝ) (m : ℝ) (hE : energy p m ≠ 0) :
    (hamiltonian g p m).charpoly.rootMultiplicity (energy p m : ℂ) = 2 ∧
    (hamiltonian g p m).charpoly.rootMultiplicity (-(energy p m : ℂ)) = 2 := by
  have key : ∀ a b : ℂ, a ≠ b →
      ((X - C a) ^ 2 * (X - C b) ^ 2).rootMultiplicity a = 2 := fun a b hab => by
    rw [Polynomial.rootMultiplicity_mul (mul_ne_zero
      (pow_ne_zero _ (Polynomial.X_sub_C_ne_zero a))
      (pow_ne_zero _ (Polynomial.X_sub_C_ne_zero b))),
      Polynomial.rootMultiplicity_X_sub_C_pow, Polynomial.rootMultiplicity_eq_zero]
    simp [Polynomial.IsRoot, sub_eq_zero, hab]
  have hs : energySq p m = energy p m ^ 2 :=
    (Real.sq_sqrt (by unfold energySq; positivity)).symm
  have hne : (energy p m : ℂ) ≠ -(energy p m : ℂ) := fun e => by
    have e' : energy p m = -energy p m := by exact_mod_cast e
    exact hE (by linarith)
  have hf : (hamiltonian g p m).charpoly
      = (X - C (energy p m : ℂ)) ^ 2 * (X - C (-(energy p m : ℂ))) ^ 2 := by
    rw [hamiltonian_charpoly h, hs, Complex.ofReal_pow, Polynomial.C_pow, Polynomial.C_neg]
    ring
  refine ⟨by rw [hf]; exact key _ _ hne, ?_⟩
  rw [hf, mul_comm]
  exact key _ _ hne.symm
```

When \(E=0\), the polynomial is \(X^4\) and the two energies merge into a fourfold root. For real \(p\) and \(m\) this happens only at \(p=0\), \(m=0\).

```lean
/-- At zero energy the eigenvalue zero has algebraic multiplicity four. -/
theorem zero_energy_multiplicity (h : IsDirac g) (p : Fin 3 → ℝ) (m : ℝ)
    (hE : energySq p m = 0) : (hamiltonian g p m).charpoly.rootMultiplicity 0 = 4 := by
  have hf : (hamiltonian g p m).charpoly = (X - C (0 : ℂ)) ^ 4 := by
    rw [hamiltonian_charpoly h, hE, Complex.ofReal_zero, Polynomial.C_0]
    ring
  rw [hf, Polynomial.rootMultiplicity_X_sub_C_pow]
```

## A Majorana representation

An explicit example shows that the Clifford condition can be satisfied. Take real integer matrices \(M_\mu\) with \(M_\mu M_\nu+M_\nu M_\mu=-2\eta_{\mu\nu}\mathbf 1\).

```lean
/-- Integer matrices from which the Majorana representation is built. -/
def majoranaInt : Fin 4 → Matrix (Fin 4) (Fin 4) ℤ :=
  ![!![0, 0, 0, 1; 0, 0, 1, 0; 0, -1, 0, 0; -1, 0, 0, 0],
    !![0, 0, 1, 0; 0, 0, 0, 1; 1, 0, 0, 0; 0, 1, 0, 0],
    !![1, 0, 0, 0; 0, 1, 0, 0; 0, 0, -1, 0; 0, 0, 0, -1],
    !![0, 0, 0, 1; 0, 0, -1, 0; 0, -1, 0, 0; 1, 0, 0, 0]]
```

Set \(g_\mu=iM_\mu\), which makes every entry imaginary or zero.

```lean
/-- A Majorana representation, with purely imaginary matrices. -/
def majorana (μ : Fin 4) : SpinorMatrix :=
  Matrix.of fun i j => Complex.I * (majoranaInt μ i j : ℂ)
```

The factor \(i^2=-1\) turns the integer relations into the Clifford relations. `decide +kernel` checks the finitely many integer identities, and the rest of the proof carries them over to complex matrices.

```lean
/-- The explicit Majorana matrices obey the Clifford relations. -/
theorem majorana_witness : IsDirac majorana := by
  have hint : ∀ μ ν i j : Fin 4,
      ∑ k, (majoranaInt μ i k * majoranaInt ν k j + majoranaInt ν i k * majoranaInt μ k j)
        = -(2 * metric μ ν * (if i = j then 1 else 0)) := by decide +kernel
  intro μ ν
  ext i j
  have h := congrArg (Int.cast : ℤ → ℂ) (hint μ ν i j)
  push_cast at h
  simp only [Matrix.add_apply, Matrix.mul_apply, Matrix.smul_apply, Matrix.one_apply,
    smul_eq_mul, majorana, Matrix.of_apply, ← Finset.sum_add_distrib]
  -- the two factors of i turn the integer relations into the Clifford relations
  calc _ = -∑ k, ((majoranaInt μ i k : ℂ) * (majoranaInt ν k j : ℂ)
          + (majoranaInt ν i k : ℂ) * (majoranaInt μ k j : ℂ)) := by
        rw [← Finset.sum_neg_distrib]
        refine Finset.sum_congr rfl fun k _ => ?_
        linear_combination ((majoranaInt μ i k : ℂ) * (majoranaInt ν k j : ℂ)
          + (majoranaInt ν i k : ℂ) * (majoranaInt μ k j : ℂ)) * Complex.I_sq
    _ = _ := by rw [h]; ring

end

end DiracSpectrum
```

```lean
#print axioms DiracSpectrum.hamiltonian_charpoly
-- 'DiracSpectrum.hamiltonian_charpoly' depends on axioms: [propext, Classical.choice, Quot.sound]
#print axioms DiracSpectrum.energy_multiplicity
-- 'DiracSpectrum.energy_multiplicity' depends on axioms: [propext, Classical.choice, Quot.sound]
#print axioms DiracSpectrum.zero_energy_multiplicity
-- 'DiracSpectrum.zero_energy_multiplicity' depends on axioms: [propext, Classical.choice, Quot.sound]
```
